# Moments of the squared length of an $N$-component unit Gaussian vector: $E(R^n)=N(N+2)\cdots(N+2n-2)$

Take two independent Gaussian variables $X_0$ and $X_1$ with mean zero and variance one, and let $R=X_0^2+X_1^2$. Averages $E$ over these variables obey a contraction rule: a factor $X_i$ in front of a polynomial $p$ can be traded for a derivative, $E(X_i\,p)=E(\partial_i p)$. Applied to $X_0\cdot X_0$ it gives $E(X_0^2)=E(1)=1$, and the same holds for $X_1$, so $E(R)=2$.

For the second moment, contract one factor of $X_0$ in $X_0^2R$:

$$E(X_0^2R)=E\big(\partial_0(X_0R)\big)=E(R)+E(X_0\cdot 2X_0)=2+2=4 .$$

The component $X_1$ contributes another 4, so $E(R^2)=8=2\cdot 4$. The first term comes from contracting $X_0$ with its twin, the second from contracting it with a factor inside the other $R$. The general formula comes from the same two terms.

## The identity for $N$ components

Let $X_0,\dots,X_{N-1}$ be the components and $R=\sum_{i=0}^{N-1}X_i^2$. Let $E$ be a real-linear functional on real polynomials in these variables, with $E(1)=1$ and $E(X_i\,p)=E(\partial_i p)$ for every $i$ and $p$. Then, for every $n\ge 0$,

$$E(R^n)=\prod_{k=0}^{n-1}(N+2k).$$

The contraction rule stands for integration by parts against the weight $e^{-R/2}$, which describes a field with unit covariance and no interaction. Two consequences are useful in tests:

$$E(R^2)-E(R)^2=2N,\qquad E(R^nX_iX_j)=\delta_{ij}\prod_{k=0}^{n-1}(N+2+2k).$$

For $N=1$ the moments are $1,\,1,\,3,\,15,\dots$, the even moments of a single unit Gaussian. For $N=0$ there are no components and $R=0$; the product is then 1 for $n=0$ and contains the factor 0 for every $n\ge1$, as it should.

## Checking Maxwell–Boltzmann velocities

In a classical simulation whose initial momenta are drawn independently from the Maxwell–Boltzmann distribution at temperature $T$, without constraints, the identity gives the moments of the initial kinetic energy over repeated draws. The fluctuations along a trajectory at constant energy are different. Let $p_i$ be the momentum components, $m_i$ the corresponding masses and $k_B$ Boltzmann's constant. The scaled components $p_i/\sqrt{m_ik_BT}$ are unit Gaussians, and the kinetic energy is $K=\tfrac12k_BT\,R$. Hence $K$ has mean $\tfrac12Nk_BT$ and variance $\tfrac12N(k_BT)^2$, where $N$ is three times the number of atoms. If the centre-of-mass velocity is subtracted afterwards, three independent components are lost and $N$ must be lowered by three.

The variance also sets the tolerance of such a test: the average of $R$ over $S$ independent draws has standard error $\sqrt{2N/S}$.

A test of the mean alone is weak. Replace each Gaussian component by an independent random sign, $+1$ or $-1$ with equal probability. This average is linear and normalised, and it has the correct means and covariances. But every draw has $R=N$, so the variance of $R$ is 0 and not $2N$. Already for $N=1$ one finds $E(X_0^4)=1$, where the identity gives 3. What is missing is the contraction rule: with $p=X_0^3$ its left side is $E(X_0^4)=1$ and its right side is $E(3X_0^2)=3$.

## Contracting one factor at a time

Let $p$ be homogeneous of degree $d$, meaning that each of its monomials has total degree $d$. Split $X_i^2p$ as $X_i\cdot(X_ip)$, apply the contraction rule and then the product rule:

$$E(X_i^2p)=E\big(\partial_i(X_ip)\big)=E(p)+E(X_i\,\partial_ip).$$

Summing over the $N$ components gives

$$E(Rp)=N\,E(p)+E\Big(\sum_iX_i\,\partial_ip\Big).$$

The operator $X_i\partial_i$ multiplies a monomial by its exponent in $X_i$. The sum over $i$ therefore multiplies it by its total degree, which is Euler's identity $\sum_iX_i\partial_ip=d\,p$. So

$$E(Rp)=(N+d)\,E(p).$$

Now insert more powers of $R$. Since $R$ has degree two, $R^np$ is homogeneous of degree $2n+d$, and the last formula applied to it gives

$$E(R^{n+1}p)=(N+d+2n)\,E(R^np).$$

Starting from $n=0$, where there is nothing to show, induction yields

$$E(R^np)=\Big(\prod_{k=0}^{n-1}(N+d+2k)\Big)E(p).$$

Setting $p=1$ and $d=0$ gives the radial moments, because $E(1)=1$. In particular $E(R)=N$ and $E(R^2)=N(N+2)$, so the variance is $N(N+2)-N^2=2N$. Setting $p=X_iX_j$ and $d=2$ gives the two-point formula, because $E(X_iX_j)=E(\partial_iX_j)=\delta_{ij}$.

In the diagrams of the O($N$) model the factor $N+2n$ has a direct reading. When a new $R$ is added to $R^n$, contracting its two factors with each other closes a new index loop, whose sum over components gives $N$. Contracting one of them with any of the $2n$ older factors splices the new $R$ into an existing loop and gives no further factor of $N$. For $E(R^2)$, where one new $R$ joins one older $R$, the three pairings contribute $N^2+N+N$.

It remains to see that a functional with these properties exists for each $N$. Define one-variable moments by $m(0)=1$, $m(1)=0$ and $m(k+2)=(k+1)\,m(k)$. Send the monomial with exponents $s_0,\dots,s_{N-1}$ to $\prod_jm(s_j)$, and extend linearly. The constant 1 goes to 1. Multiplying the monomial by $X_i$ changes only the factor of component $i$, to $m(s_i+1)$. Differentiating it with respect to $X_i$ changes that factor to $s_i\,m(s_i-1)$ if $s_i\ge1$, and gives zero if $s_i=0$. The two agree: for $s_i\ge1$ by the recursion, and for $s_i=0$ because $m(1)=0$. The contraction rule thus holds on monomials, and by linearity on all polynomials.

## The Lean file

```lean
import Mathlib

open MvPolynomial

namespace GaussianRadialMoments

noncomputable section

/-- A linear functional on polynomials in `N` field components is a centred Gaussian expectation
with unit covariance if it is normalised and contracts a factor `X i` with the remaining factors. -/
structure IsGaussianExpectation {N : ℕ} (E : MvPolynomial (Fin N) ℝ →ₗ[ℝ] ℝ) : Prop where
  one : E 1 = 1
  contract : ∀ (i : Fin N) (p : MvPolynomial (Fin N) ℝ), E (X i * p) = E (pderiv i p)

/-- The squared length of the `N`-component field, the sum of the squares of its components. -/
def radiusSq (N : ℕ) : MvPolynomial (Fin N) ℝ := ∑ i, X i ^ 2

/-- The squared length is homogeneous of degree two in the field. -/
theorem radiusSq_isHomogeneous (N : ℕ) : (radiusSq N).IsHomogeneous 2 :=
  IsHomogeneous.sum _ _ _ fun i _ => (isHomogeneous_X ℝ i).pow 2

variable {N : ℕ} {E : MvPolynomial (Fin N) ℝ →ₗ[ℝ] ℝ}

/-- Inserting one squared length next to a homogeneous polynomial of degree `d` multiplies its
expectation by `N + d`, for a centred Gaussian expectation with unit covariance. -/
theorem expectation_radiusSq_mul (hE : IsGaussianExpectation E)
    {p : MvPolynomial (Fin N) ℝ} {d : ℕ} (hp : p.IsHomogeneous d) :
    E (radiusSq N * p) = ((N : ℝ) + d) * E p := by
  -- The first factor is contracted either with its twin or with a factor of `p`.
  have h1 : ∀ i, E (X i ^ 2 * p) = E p + E (X i * pderiv i p) := by
    intro i
    have h : (X i ^ 2 * p : MvPolynomial (Fin N) ℝ) = X i * (X i * p) := by ring
    rw [h, hE.contract i (X i * p), Derivation.leibniz, pderiv_X_self]
    simp only [smul_eq_mul, mul_one, map_add]
    ring
  -- Euler's identity counts the factors of `p`.
  have h2 : ∑ i, E (X i * pderiv i p) = (d : ℝ) * E p := by
    rw [← map_sum, hp.sum_X_mul_pderiv, map_nsmul, nsmul_eq_mul]
  rw [radiusSq, Finset.sum_mul, map_sum, Finset.sum_congr rfl (fun i _ => h1 i),
    Finset.sum_add_distrib, h2]
  simp only [Finset.sum_const, Finset.card_univ, Fintype.card_fin, nsmul_eq_mul]
  ring

/-- For a homogeneous polynomial `p` of degree `d`, inserting the `n`-th power of the squared length
multiplies its expectation by `(N + d)(N + d + 2)...(N + d + 2n - 2)`, for a centred Gaussian
expectation with unit covariance. -/
theorem expectation_radiusSq_pow_mul (hE : IsGaussianExpectation E) (n : ℕ)
    {p : MvPolynomial (Fin N) ℝ} {d : ℕ} (hp : p.IsHomogeneous d) :
    E (radiusSq N ^ n * p) = (∏ k ∈ Finset.range n, ((N : ℝ) + d + 2 * k)) * E p := by
  induction n with
  | zero => simp
  | succ n ih =>
    rw [pow_succ', mul_assoc,
      expectation_radiusSq_mul hE (((radiusSq_isHomogeneous N).pow n).mul hp), ih,
      Finset.prod_range_succ]
    push_cast
    ring

/-- The radial moments of a centred `N`-component Gaussian field with unit covariance: the `n`-th
power of the squared length has expectation `N(N + 2)...(N + 2n - 2)`. -/
theorem radial_moment (hE : IsGaussianExpectation E) (n : ℕ) :
    E (radiusSq N ^ n) = ∏ k ∈ Finset.range n, ((N : ℝ) + 2 * k) := by
  have h := expectation_radiusSq_pow_mul hE n (isHomogeneous_one (Fin N) ℝ)
  simpa [hE.one] using h

/-- For a centred Gaussian field with unit covariance, the two-point function with `n` squared
lengths inserted is diagonal in the component indices, with diagonal value
`(N + 2)(N + 4)...(N + 2n)`. -/
theorem two_point_radial (hE : IsGaussianExpectation E) (n : ℕ) (i j : Fin N) :
    E (radiusSq N ^ n * (X i * X j)) =
      (∏ k ∈ Finset.range n, ((N : ℝ) + 2 + 2 * k)) * (if i = j then 1 else 0) := by
  have h2 : E (X i * X j) = if i = j then 1 else 0 := by
    rw [hE.contract i (X j)]
    split_ifs with h
    · subst h
      rw [pderiv_X_self, hE.one]
    · rw [pderiv_X_of_ne (Ne.symm h), map_zero]
  have hd : ((1 + 1 : ℕ) : ℝ) = 2 := by norm_num
  rw [expectation_radiusSq_pow_mul hE n ((isHomogeneous_X ℝ i).mul (isHomogeneous_X ℝ j)),
    h2, hd]

/-- The variance of the squared length of a centred `N`-component Gaussian field with unit
covariance is `2N`. -/
theorem radiusSq_variance (hE : IsGaussianExpectation E) :
    E (radiusSq N ^ 2) - E (radiusSq N) ^ 2 = 2 * N := by
  have h1 := radial_moment hE 1
  rw [pow_one] at h1
  rw [radial_moment hE 2, h1]
  simp only [Finset.prod_range_succ, Finset.prod_range_zero]
  push_cast
  ring

/-- The moments of one Gaussian variable of mean zero and unit variance, given by their recursion.
-/
def gaussMoment : ℕ → ℝ
  | 0 => 1
  | 1 => 0
  | (k + 2) => ((k : ℝ) + 1) * gaussMoment k

/-- The functional that sends each monomial to the product of the one-variable Gaussian moments
of its exponents. -/
def gaussExpectation (N : ℕ) : MvPolynomial (Fin N) ℝ →ₗ[ℝ] ℝ :=
  (basisMonomials (Fin N) ℝ).constr ℝ fun s => ∏ i, gaussMoment (s i)

/-- The value of the product functional on a monomial with coefficient `a`. -/
theorem gaussExpectation_monomial (s : Fin N →₀ ℕ) (a : ℝ) :
    gaussExpectation N (monomial s a) = a * ∏ i, gaussMoment (s i) := by
  have h : monomial s a = a • basisMonomials (Fin N) ℝ s := by
    simp [smul_monomial]
  rw [h, map_smul, gaussExpectation, (basisMonomials (Fin N) ℝ).constr_basis ℝ _ s,
    smul_eq_mul]

/-- For every number of components, the product functional `gaussExpectation N` is a centred
Gaussian expectation with unit covariance. -/
theorem gaussExpectation_witness (N : ℕ) : IsGaussianExpectation (gaussExpectation N) := by
  have hrec : ∀ k : ℕ, gaussMoment (1 + k) = (k : ℝ) * gaussMoment (k - 1) := by
    intro k
    cases k with
    | zero => simp [gaussMoment]
    | succ k =>
      rw [show 1 + (k + 1) = k + 2 by omega]
      simp [gaussMoment]
  refine ⟨?_, fun i p => ?_⟩
  · rw [show (1 : MvPolynomial (Fin N) ℝ) = monomial 0 1 from rfl, gaussExpectation_monomial]
    simp [gaussMoment]
  · refine MvPolynomial.induction_on' p ?_ ?_
    · intro s a
      have hX : (X i * monomial s a : MvPolynomial (Fin N) ℝ)
          = monomial (Finsupp.single i 1 + s) a := by
        rw [X, monomial_mul, one_mul]
      rw [hX, pderiv_monomial, gaussExpectation_monomial, gaussExpectation_monomial, mul_assoc]
      congr 1
      -- Only the moment of component `i` changes.
      have hrest :
          ∏ j ∈ Finset.univ.erase i, gaussMoment ((Finsupp.single i 1 + s : Fin N →₀ ℕ) j)
          = ∏ j ∈ Finset.univ.erase i,
              gaussMoment ((s - Finsupp.single i 1 : Fin N →₀ ℕ) j) := by
        refine Finset.prod_congr rfl fun j hj => ?_
        have hne : j ≠ i := Finset.ne_of_mem_erase hj
        simp [hne]
      have hi : gaussMoment ((Finsupp.single i 1 + s : Fin N →₀ ℕ) i)
          = (s i : ℝ) * gaussMoment ((s - Finsupp.single i 1 : Fin N →₀ ℕ) i) := by
        simp only [Finsupp.add_apply, Finsupp.tsub_apply, Finsupp.single_eq_same]
        exact hrec (s i)
      rw [← Finset.mul_prod_erase Finset.univ
          (fun j => gaussMoment ((Finsupp.single i 1 + s : Fin N →₀ ℕ) j)) (Finset.mem_univ i),
        ← Finset.mul_prod_erase Finset.univ
          (fun j => gaussMoment ((s - Finsupp.single i 1 : Fin N →₀ ℕ) j)) (Finset.mem_univ i),
        hrest, hi, mul_assoc]
    · intro p q hp hq
      simp only [mul_add, map_add, hp, hq]

end

end GaussianRadialMoments
```

```lean
#print axioms GaussianRadialMoments.radial_moment
#print axioms GaussianRadialMoments.two_point_radial
#print axioms GaussianRadialMoments.radiusSq_variance
```

```
'GaussianRadialMoments.radial_moment' depends on axioms: [propext, Classical.choice, Quot.sound]
'GaussianRadialMoments.two_point_radial' depends on axioms: [propext, Classical.choice, Quot.sound]
'GaussianRadialMoments.radiusSq_variance' depends on axioms: [propext, Classical.choice, Quot.sound]
```

## What the theorems say about a Gaussian field

The components are the variables `X i` of `MvPolynomial (Fin N) ℝ`, with `i` running from 0 to $N-1$, and `pderiv i` is the partial derivative $\partial_i$. The expectation is a linear map `E` from these polynomials to the reals. The predicate `IsGaussianExpectation E` collects the two assumptions: `one` is the normalisation and `contract` is the contraction rule. The polynomial $R$ is `radiusSq N`.

With these conventions, `radial_moment` is the formula for $E(R^n)$, for every natural number `n` and every `N`, including zero. The index set `Finset.range n` contains $0,\dots,n-1$, so the product is 1 when `n` is zero. The theorem `two_point_radial` writes the Kronecker delta as `if i = j then 1 else 0`, and `radiusSq_variance` is the value $2N$. The more general statement, with a homogeneous polynomial next to $R^n$, is `expectation_radiusSq_pow_mul`. Finally, `gaussExpectation_witness` shows that the explicit functional built from one-variable moments satisfies both assumptions for every `N`, so the other theorems are never about an empty class.

The contraction rule, which carries the content of Wick's theorem, is an assumption on `E` here, and the sum over pairings is not formalised. There is no probability measure in the file either; a user who starts from a Gaussian density supplies the integration by parts that leads to `contract`.

The covariance is the identity matrix. If all components share a variance $\sigma^2$, rescaling multiplies the $n$-th moment by $\sigma^{2n}$; unequal variances or correlated components need a different formula. The observables are polynomials, so the mean length $E(\sqrt R)$ is not covered. Nor do the theorems say anything about the quality of a random number generator, rounding errors or a field with interactions: they supply the reference values against which a sampler can be compared.

## From the contraction rule to the moments in Lean

The lemma `radiusSq_isHomogeneous` records that $R$ has degree two, as a sum of squares of variables.

The contraction step is `expectation_radiusSq_mul`. Its intermediate statement `h1` is the formula for $E(X_i^2p)$: the square is split, `hE.contract` replaces the outer factor by a derivative, and `Derivation.leibniz` is the product rule. The statement `h2` is Euler's identity under the expectation, taken from Mathlib as `hp.sum_X_mul_pderiv`. Summing `h1` over the components turns the constant term into $N\,E(p)$, and `h2` supplies $d\,E(p)$.

The induction is in `expectation_radiusSq_pow_mul`. In the successor step, `pow_succ'` takes one factor of $R$ out on the left, and the contraction lemma is applied to the remaining $R^np$. The homogeneity it needs is assembled from the degree of $R$ and that of $p$. The induction hypothesis `ih` then provides the first $n$ factors, and `Finset.prod_range_succ` attaches the last one.

The special cases follow the derivation closely. `radial_moment` takes $p=1$ and uses the normalisation. `two_point_radial` first computes $E(X_iX_j)$ with one contraction, treating equal and different indices separately, and then applies the general formula in degree two. `radiusSq_variance` subtracts the square of the first moment from the second.

For the existence part, `gaussMoment` is the sequence $m$, and `gaussExpectation` is defined by its values on the basis of monomials. The lemma `gaussExpectation_monomial` evaluates it on a monomial with an arbitrary coefficient. Inside `gaussExpectation_witness`, the statement `hrec` is the recursion in the form $m(k+1)=k\,m(k-1)$; at $k=0$ Lean reads $k-1$ as 0, which is harmless because the prefactor vanishes. The induction principle `MvPolynomial.induction_on'` reduces the contraction rule to monomials and sums. For a monomial, `Finset.mul_prod_erase` separates component `i` from the rest: `hrest` says that the other factors agree on both sides, and `hi` applies the recursion to the one that changes.
